# A power series that solves the radial Coulomb equation at every real energy

Let \(Z\) and \(E\) be real numbers and \(l\) a natural number, zero included. In Hartree atomic units, the radial Schrödinger equation for an electron in the potential \(-Z/r\), at energy \(E\) and angular momentum \(l\), is written for \(u(r)\), the radial part of the wavefunction multiplied by \(r\). It reads

\[
u''(r)=\left(\frac{l(l+1)}{r^2}-\frac{2Z}{r}-2E\right)u(r),\qquad r>0 .
\]

The potential is attractive for \(Z>0\), but the sign of \(Z\) is left free, as is that of \(E\).

```lean
import Mathlib

open Filter Topology

namespace CoulombRadialSeries

noncomputable section
```

The solution that behaves as \(r^{l+1}\) near the origin is sought as a power series with coefficients \(c_k\), where \(c_0=1\), \(c_{-1}=0\) and

\[
k(k+2l+1)\,c_k=-2Z\,c_{k-1}-2E\,c_{k-2},\qquad k\ge 1 .
\]

For \(k=1\) this gives \(c_1=-Z/(l+1)\). The code lists \(c_0\) and \(c_1\) separately, so it needs no index \(-1\), and shifts the general rule to \(k+2\), where the prefactor reads \((k+2)(k+2l+3)\).

```lean
/-- Frobenius coefficients of the radial Coulomb problem with charge `Z`, energy `E` and
angular momentum `l`, normalised to start with one. -/
def coeff (Z E : ℝ) (l : ℕ) : ℕ → ℝ
  | 0 => 1
  | 1 => -Z / ((l : ℝ) + 1)
  | k + 2 => (-2 * Z * coeff Z E l (k + 1) - 2 * E * coeff Z E l k) /
      (((k : ℝ) + 2) * ((k : ℝ) + 2 * l + 3))
```

The radial function is the infinite sum itself,

\[
u(r)=\sum_{k=0}^{\infty}c_k\,r^{k+l+1}.
\]

```lean
/-- The radial function `u(r) = ∑ c_k r^(k+l+1)`. -/
def radialU (Z E : ℝ) (l : ℕ) (r : ℝ) : ℝ := ∑' k : ℕ, coeff Z E l k * r ^ (k + l + 1)
```

Taking out \(r^{l+1}\) leaves an ordinary power series \(f(x)=\sum_k c_k x^k\). The next definition gives such a series for any real sequence \(a\).

```lean
/-- The power series with coefficients `a`. -/
def series (a : ℕ → ℝ) (x : ℝ) : ℝ := ∑' k : ℕ, a k * x ^ k
```

Its termwise derivative has the coefficients \((k+1)a_{k+1}\).

```lean
/-- The coefficients of the termwise derivative of a power series. -/
def shiftD (a : ℕ → ℝ) (k : ℕ) : ℝ := ((k : ℝ) + 1) * a (k + 1)
```

## Coefficients bounded by those of an exponential

Convergence and differentiation both rest on one property of a sequence: there are constants \(C\) and \(M\) with \(|a_k|\,k!\le C M^k\) for all \(k\).

```lean
/-- The coefficients are bounded by those of an exponential function. -/
def ExpBounded (a : ℕ → ℝ) : Prop :=
  ∃ C M : ℝ, ∀ k : ℕ, |a k| * (k.factorial : ℝ) ≤ C * M ^ k
```

The recursion is first recovered from the definition by clearing the denominators, which are positive for every \(l\ge0\).

As a numerical instance, take \(Z=1\), \(l=0\), \(E=-\tfrac12\), the hydrogen ground state. Then \(c_1=-1\), and

\[
6c_2=-2(-1)+1=3,\qquad 12c_3=-2\cdot\tfrac12+(-1)=-2,
\]

so \(c_2=\tfrac12\) and \(c_3=-\tfrac16\), as in the expansion of \(e^{-r}\). At \(r=0.1\) the first four terms of \(u\) give \(0.1-0.01+0.0005-0.0000167=0.0904833\), while \(re^{-r}=0.0904837\).

```lean
/-- The coefficients obey `k(k+2l+1) c_k = -2Z c_(k-1) - 2E c_(k-2)`, written separately for
`k = 1`, where the last term is absent, and for `k ≥ 2`. -/
theorem coeff_rec (Z E : ℝ) (l : ℕ) :
    2 * ((l : ℝ) + 1) * coeff Z E l 1 = -2 * Z * coeff Z E l 0 ∧
    ∀ k : ℕ, ((k : ℝ) + 2) * ((k : ℝ) + 2 * l + 3) * coeff Z E l (k + 2) =
      -2 * Z * coeff Z E l (k + 1) - 2 * E * coeff Z E l k := by
  constructor
  · have h : (l : ℝ) + 1 ≠ 0 := by positivity
    have h0 : coeff Z E l 0 = 1 := by rw [coeff]
    have e : coeff Z E l 1 = -Z / ((l : ℝ) + 1) := by rw [coeff]
    rw [eq_div_iff h] at e
    rw [h0]
    linear_combination 2 * e
  · intro k
    have h : ((k : ℝ) + 2) * ((k : ℝ) + 2 * l + 3) ≠ 0 := by positivity
    have e : coeff Z E l (k + 2) = (-2 * Z * coeff Z E l (k + 1) - 2 * E * coeff Z E l k) /
      (((k : ℝ) + 2) * ((k : ℝ) + 2 * l + 3)) := by rw [coeff]
    rw [eq_div_iff h] at e
    linear_combination e
```

Now set \(M=1+2|Z|+2|E|\). The claim is \(|c_k|\,k!\le M^k\). It holds for \(k=0\), and for \(k=1\) because \(|c_1|\le|Z|\le M\). If it holds for \(k\) and \(k+1\), then \(k+1\le k+2l+3\) and the recursion give

\[
|c_{k+2}|(k+2)(k+1)\le 2|Z||c_{k+1}|+2|E||c_k| .
\]

Multiplying by \(k!\), and using \(k!\le(k+1)!\) and \(M\ge1\), one finds

\[
|c_{k+2}|(k+2)!\le 2|Z|M^{k+1}+2|E|M^k\le(2|Z|+2|E|)M^{k+1}\le M^{k+2}.
\]

Since the recursion reaches back two steps, the induction in `key` carries the bounds for two neighbouring coefficients together. The `calc` block is the chain above.

```lean
/-- The Frobenius coefficients are bounded by those of an exponential function. -/
theorem coeff_expBounded (Z E : ℝ) (l : ℕ) : ExpBounded (coeff Z E l) := by
  obtain ⟨M, hM⟩ : ∃ M : ℝ, M = 1 + 2 * |Z| + 2 * |E| := ⟨_, rfl⟩
  have hZ := abs_nonneg Z
  have hE := abs_nonneg E
  have hM1 : 1 ≤ M := by linarith
  have hl : (0 : ℝ) ≤ l := Nat.cast_nonneg l
  have key : ∀ k : ℕ, |coeff Z E l k| * (k.factorial : ℝ) ≤ M ^ k ∧
      |coeff Z E l (k + 1)| * ((k + 1).factorial : ℝ) ≤ M ^ (k + 1) := by
    intro k
    induction k with
    | zero =>
      have h1 : |coeff Z E l 1| ≤ M := by
        have hp : (0 : ℝ) < (l : ℝ) + 1 := by positivity
        rw [coeff, abs_div, abs_neg, abs_of_pos hp]
        exact (div_le_self hZ (by linarith)).trans (by linarith)
      exact ⟨by simp [coeff], by simpa using h1⟩
    | succ k ih =>
      obtain ⟨i0, i1⟩ := ih
      refine ⟨i1, ?_⟩
      have hP : (0 : ℝ) < ((k : ℝ) + 2) * ((k : ℝ) + 2 * l + 3) := by positivity
      have tri := norm_sub_le (-2 * Z * coeff Z E l (k + 1)) (2 * E * coeff Z E l k)
      rw [← (coeff_rec Z E l).2 k] at tri
      simp only [Real.norm_eq_abs, abs_mul _ (coeff Z E l _), abs_of_pos hP,
        abs_mul _ Z, abs_mul _ E, abs_neg, abs_two] at tri
      have h2 : |coeff Z E l (k + 2)| * (((k : ℝ) + 2) * ((k : ℝ) + 1)) ≤
          2 * |Z| * |coeff Z E l (k + 1)| + 2 * |E| * |coeff Z E l k| := by
        refine (mul_le_mul_of_nonneg_left (mul_le_mul_of_nonneg_left
          (by linarith : (k : ℝ) + 1 ≤ k + 2 * l + 3) (by positivity)) (abs_nonneg _)).trans ?_
        rw [mul_comm]
        exact tri
      have hf : (k.factorial : ℝ) ≤ ((k + 1).factorial : ℝ) := by
        exact_mod_cast Nat.factorial_le (Nat.le_succ k)
      have t := mul_le_mul_of_nonneg_left hf
        (by positivity : 0 ≤ 2 * |Z| * |coeff Z E l (k + 1)|)
      have i0' := i0.trans (pow_le_pow_right₀ hM1 (Nat.le_succ k))
      calc |coeff Z E l (k + 2)| * ((k + 1 + 1).factorial : ℝ)
          = k.factorial * (|coeff Z E l (k + 2)| * (((k : ℝ) + 2) * ((k : ℝ) + 1))) := by
            rw [Nat.factorial_succ, Nat.factorial_succ]
            push_cast
            ring
        _ ≤ k.factorial * (2 * |Z| * |coeff Z E l (k + 1)| + 2 * |E| * |coeff Z E l k|) :=
            mul_le_mul_of_nonneg_left h2 (Nat.cast_nonneg _)
        _ ≤ 2 * |Z| * (|coeff Z E l (k + 1)| * ((k + 1).factorial : ℝ)) +
            2 * |E| * (|coeff Z E l k| * (k.factorial : ℝ)) := by linarith
        _ ≤ 2 * |Z| * M ^ (k + 1) + 2 * |E| * M ^ (k + 1) :=
            add_le_add (mul_le_mul_of_nonneg_left i1 (by positivity))
              (mul_le_mul_of_nonneg_left i0' (by positivity))
        _ = (2 * |Z| + 2 * |E|) * M ^ (k + 1) := by ring
        _ ≤ M * M ^ (k + 1) := mul_le_mul_of_nonneg_right (by linarith) (by positivity)
        _ = M ^ (k + 1 + 1) := by ring
  exact ⟨1, M, fun k => by rw [one_mul]; exact (key k).1⟩
```

## Convergence and termwise differentiation

For a sequence with this bound,

\[
|a_kx^k|\le C\,\frac{(M|x|)^k}{k!},
\]

and the right-hand side is summable for every \(x\). Comparison with this exponential series proves convergence on the whole real line.

```lean
/-- A power series with exponentially bounded coefficients converges at every point. -/
theorem series_hasSum {a : ℕ → ℝ} (ha : ExpBounded a) (x : ℝ) :
    HasSum (fun k : ℕ => a k * x ^ k) (series a x) := by
  obtain ⟨C, M, h⟩ := ha
  refine Summable.hasSum (Summable.of_norm_bounded
    (g := fun k : ℕ => C * ((M * |x|) ^ k / (k.factorial : ℝ)))
    ((Real.summable_pow_div_factorial _).mul_left C) fun k => ?_)
  have hF : (0 : ℝ) < (k.factorial : ℝ) := by exact_mod_cast k.factorial_pos
  have hx := mul_le_mul_of_nonneg_right (h k) (by positivity : 0 ≤ |x| ^ k)
  rw [Real.norm_eq_abs, abs_mul, abs_pow, ← mul_div_assoc, le_div_iff₀ hF, mul_pow]
  linarith
```

The bound survives differentiation, because

\[
(k+1)|a_{k+1}|\,k!=|a_{k+1}|(k+1)!\le (CM)M^k .
\]

To exchange derivative and sum at \(x\), put \(R=|x|+1\). For \(|y|<R\) the differentiated terms satisfy \(|n a_n y^{n-1}|\le n|a_n|R^{n-1}\), and these majorants are summable by the convergence just shown. In the proof, `hu` is that summability and `hb` the estimate; together they feed Mathlib's theorem on differentiating a series, applied on the interval \((-R,R)\). Reindexing then turns the result into `series (shiftD a) x`. As the new coefficients obey a bound of the same kind, the step can be repeated for \(f''\).

```lean
/-- A power series with exponentially bounded coefficients may be differentiated term by term, and
the differentiated coefficients are again exponentially bounded. -/
theorem series_hasDerivAt {a : ℕ → ℝ} (ha : ExpBounded a) :
    ExpBounded (shiftD a) ∧ ∀ x, HasDerivAt (series a) (series (shiftD a) x) x := by
  have hk : ∀ k : ℕ, |(k : ℝ) + 1| = k + 1 := fun k => abs_of_nonneg (by positivity)
  have hD : ExpBounded (shiftD a) := by
    obtain ⟨C, M, h⟩ := ha
    refine ⟨C * M, M, fun k => ?_⟩
    have h1 := h (k + 1)
    rw [Nat.factorial_succ, pow_succ] at h1
    push_cast at h1
    rw [shiftD, abs_mul, hk]
    linarith
  refine ⟨hD, fun x => ?_⟩
  obtain ⟨R, hR⟩ : ∃ R : ℝ, R = |x| + 1 := ⟨_, rfl⟩
  have hR0 : 0 < R := by rw [hR]; positivity
  have hs : Summable (fun k : ℕ => |a (k + 1)| * (((k + 1 : ℕ) : ℝ) * R ^ (k + 1 - 1))) := by
    refine (series_hasSum hD R).summable.abs.congr fun k => ?_
    simp only [shiftD, abs_mul, abs_pow, abs_of_pos hR0, hk, Nat.add_sub_cancel,
      Nat.cast_add, Nat.cast_one]
    ring
  have hu := (summable_nat_add_iff
    (f := fun n : ℕ => |a n| * ((n : ℝ) * R ^ (n - 1))) 1).mp hs
  have hb : ∀ (n : ℕ) (y : ℝ), y ∈ Metric.ball (0 : ℝ) R →
      ‖a n * ((n : ℝ) * y ^ (n - 1))‖ ≤ |a n| * ((n : ℝ) * R ^ (n - 1)) := by
    intro n y hy
    rw [mem_ball_zero_iff, Real.norm_eq_abs] at hy
    have hy' := hy.le
    rw [Real.norm_eq_abs, abs_mul, abs_mul, abs_pow, Nat.abs_cast]
    gcongr
  have hx : x ∈ Metric.ball (0 : ℝ) R := by
    rw [mem_ball_zero_iff, Real.norm_eq_abs, hR]
    linarith
  have key := hasDerivAt_tsum_of_isPreconnected (g := fun (n : ℕ) (y : ℝ) => a n * y ^ n)
    (g' := fun (n : ℕ) (y : ℝ) => a n * ((n : ℝ) * y ^ (n - 1))) hu Metric.isOpen_ball
    (convex_ball (0 : ℝ) R).isPreconnected
    (fun n y _ => (hasDerivAt_pow n y).const_mul (a n)) hb hx (series_hasSum ha x).summable hx
  have hsum : Summable (fun n : ℕ => a n * ((n : ℝ) * x ^ (n - 1))) :=
    Summable.of_norm_bounded hu fun n => hb n x hx
  have e : ∑' n : ℕ, a n * ((n : ℝ) * x ^ (n - 1)) = series (shiftD a) x := by
    rw [hsum.tsum_eq_zero_add]
    simp only [Nat.cast_zero, zero_mul, mul_zero, zero_add, series, shiftD, Nat.add_sub_cancel]
    exact tsum_congr fun k => by push_cast; ring
  exact key.congr_deriv e
```

## Comparing coefficients

The factor \(f\) satisfies

\[
x f''+2(l+1)f'+2Zf+2Exf=0 .
\]

The constant term on the left is \(2(l+1)c_1+2Zc_0=0\). The coefficient of \(x^{k+1}\) is

\[
(k+2)(k+1)c_{k+2}+2(l+1)(k+2)c_{k+2}+2Zc_{k+1}+2Ec_k .
\]

The first two terms combine to \((k+2)(k+2l+3)c_{k+2}\), so the recursion makes the whole expression vanish. The proof splits off the constant terms of \(f'\) and \(f\), adds the four convergent series into `total`, and shows that each of its terms is zero. The constant terms are restored in the last line.

```lean
/-- The factor `f = ∑ c_k x^k` satisfies `x f'' + 2(l+1) f' + 2Z f + 2E x f = 0`, where `f'` and
`f''` denote the series differentiated term by term once and twice. -/
theorem factor_equation (Z E : ℝ) (l : ℕ) (x : ℝ) :
    x * series (shiftD (shiftD (coeff Z E l))) x
      + 2 * ((l : ℝ) + 1) * series (shiftD (coeff Z E l)) x
      + 2 * Z * series (coeff Z E l) x + 2 * E * (x * series (coeff Z E l) x) = 0 := by
  have hc := coeff_expBounded Z E l
  have hd := (series_hasDerivAt hc).1
  have s0 := series_hasSum hc x
  have s1 := series_hasSum hd x
  have s2 := series_hasSum (series_hasDerivAt hd).1 x
  have vanish : ∀ {f : ℕ → ℝ} {s : ℝ}, HasSum f s → (∀ k, f k = 0) → s = 0 := by
    intro f s h h0
    have hf : f = fun _ => 0 := funext h0
    rw [hf] at h
    exact h.unique hasSum_zero
  -- split off the constant terms and collect the coefficient of x^(k+1)
  have total := (((s2.mul_left x).add
    (((hasSum_nat_add_iff' 1).mpr s1).mul_left (2 * ((l : ℝ) + 1)))).add
    (((hasSum_nat_add_iff' 1).mpr s0).mul_left (2 * Z))).add ((s0.mul_left x).mul_left (2 * E))
  have e := vanish total fun k => by
    have h := (coeff_rec Z E l).2 k
    simp only [shiftD, Nat.cast_add, Nat.cast_one]
    linear_combination x ^ (k + 1) * h
  simp only [Finset.sum_range_one, shiftD, pow_zero, mul_one, Nat.cast_zero, zero_add,
    one_mul] at e
  linear_combination e + (coeff_rec Z E l).1
```

## From the factor to the radial equation

Since \(r^{k+l+1}=r^{l+1}r^k\), the radial function is \(u=r^{l+1}f\).

```lean
/-- The radial function is `r^(l+1)` times the power series of the coefficients. -/
theorem radialU_eq (Z E : ℝ) (l : ℕ) (r : ℝ) :
    radialU Z E l r = r ^ (l + 1) * series (coeff Z E l) r := by
  rw [radialU, series, ← tsum_mul_left]
  exact tsum_congr fun k => by ring
```

The product rule gives

\[
u'=(l+1)r^lf+r^{l+1}f',
\]
\[
u''=l(l+1)r^{l-1}f+r^l\bigl(rf''+2(l+1)f'\bigr).
\]

By the equation for \(f\), the bracket equals \(-(2Z+2Er)f\). Hence

\[
u''=\left(\frac{l(l+1)}{r^2}-\frac{2Z}{r}-2E\right)r^{l+1}f ,
\]

which is the radial equation.

The theorem states three things for each \(r>0\): the series converges (`Summable`), \(u\) is differentiable at \(r\), and the function `deriv (radialU Z E l)` has at \(r\) the derivative that the equation prescribes. The first two ensure that the sum and the first derivative in the third are genuine. In the proof, `h1` is the formula for \(u'\), `hl` rewrites \(m r^{m-1}\) as \(m r^m/r\), which also covers \(m=0\), and the final line adds \(r^l\) times the equation for \(f\).

No condition is placed on \(u\) at large \(r\), so \(E\) is not quantised here and \(u\) need not be normalisable. The model is one electron in the field of a point charge, without screening or relativistic terms. Within that model, the series can supply starting values near the nucleus for outward integration on a radial mesh.

```lean
/-- For every `r > 0` the series for `u` converges, `u` is twice differentiable, and
`u'' = (l(l+1)/r² - 2Z/r - 2E) u`. -/
theorem radial_schrodinger (Z E : ℝ) (l : ℕ) {r : ℝ} (hr : 0 < r) :
    Summable (fun k : ℕ => coeff Z E l k * r ^ (k + l + 1)) ∧
    DifferentiableAt ℝ (radialU Z E l) r ∧
    HasDerivAt (deriv (radialU Z E l))
      (((l : ℝ) * (l + 1) / r ^ 2 - 2 * Z / r - 2 * E) * radialU Z E l r) r := by
  have hc := coeff_expBounded Z E l
  obtain ⟨hd, hf⟩ := series_hasDerivAt hc
  have hf' := (series_hasDerivAt hd).2
  have h1 : ∀ y, HasDerivAt (radialU Z E l) (((l : ℝ) + 1) * y ^ l * series (coeff Z E l) y
      + y ^ (l + 1) * series (shiftD (coeff Z E l)) y) y := by
    intro y
    rw [funext (radialU_eq Z E l)]
    exact ((hasDerivAt_pow (l + 1) y).fun_mul (hf y)).congr_deriv (by simp)
  refine ⟨?_, (h1 r).differentiableAt, ?_⟩
  · refine ((series_hasSum hc r).summable.mul_left (r ^ (l + 1))).congr fun k => ?_
    ring
  · rw [funext fun y => (h1 y).deriv, radialU_eq]
    refine ((((hasDerivAt_pow l r).const_mul ((l : ℝ) + 1)).fun_mul (hf r)).fun_add
      ((hasDerivAt_pow (l + 1) r).fun_mul (hf' r))).congr_deriv ?_
    have hl : ∀ m : ℕ, (m : ℝ) * r ^ (m - 1) = m * r ^ m / r := by
      intro m
      cases m with
      | zero => simp
      | succ n =>
        rw [Nat.add_sub_cancel, eq_div_iff hr.ne']
        ring
    have hR : ∀ F : ℝ, ((l : ℝ) * (l + 1) / r ^ 2 - 2 * Z / r - 2 * E) * (r ^ (l + 1) * F) =
        ((l : ℝ) + 1) * (l * r ^ l / r) * F - 2 * Z * r ^ l * F - 2 * E * r ^ (l + 1) * F := by
      intro F
      rw [pow_succ r l]
      field_simp
    rw [hl l, hR, Nat.add_sub_cancel]
    push_cast
    linear_combination r ^ l * factor_equation Z E l r
```

The behaviour at the origin follows from \(u(r)/r^{l+1}=f(r)\) for \(r>0\). As \(f\) is differentiable at zero, it is continuous there, and \(f(0)=c_0=1\). Therefore

\[
\lim_{r\to0^+}\frac{u(r)}{r^{l+1}}=1 .
\]

The choice \(c_0=1\) thus sets the scale of \(u\) by its leading term at the nucleus, and not by \(\int u^2\,dr=1\). In Lean, `𝓝[>] 0` expresses the approach from positive \(r\).

```lean
/-- Near the origin `u(r)` behaves as `r^(l+1)`: their ratio tends to one. -/
theorem radialU_origin (Z E : ℝ) (l : ℕ) :
    Tendsto (fun r => radialU Z E l r / r ^ (l + 1)) (𝓝[>] 0) (𝓝 1) := by
  have h0 : series (coeff Z E l) 0 = 1 := by
    rw [series, tsum_eq_single 0 (fun k hk => by simp [hk])]
    simp [coeff]
  have hcont := ((series_hasDerivAt (coeff_expBounded Z E l)).2 0).continuousAt.tendsto
  rw [h0] at hcont
  refine (hcont.mono_left nhdsWithin_le_nhds).congr' ?_
  filter_upwards [self_mem_nhdsWithin] with r hr
  have hr' : r ^ (l + 1) ≠ 0 := pow_ne_zero _ (ne_of_gt hr)
  rw [radialU_eq, mul_div_cancel_left₀ _ hr']

end

end CoulombRadialSeries
```

```lean
#print axioms CoulombRadialSeries.radialU_eq
#print axioms CoulombRadialSeries.radial_schrodinger
#print axioms CoulombRadialSeries.radialU_origin
```

```
'CoulombRadialSeries.radialU_eq' depends on axioms: [propext, Classical.choice, Quot.sound]
'CoulombRadialSeries.radial_schrodinger' depends on axioms: [propext, Classical.choice, Quot.sound]
'CoulombRadialSeries.radialU_origin' depends on axioms: [propext, Classical.choice, Quot.sound]
```
